# The product of two entries, summed over all sign vectors, vanishes unless the entries coincide

Take n two-valued spins, each +1 or -1, and give all 2^n configurations equal weight, with no interaction between the spins. The lemma says that the product of the spins at `i` and `j`, summed over all configurations, is 2^n if `i = j` and zero otherwise; the sum is not normalised, and dividing it by 2^n gives the average, 1 or 0. For `i = j` the proof uses that each entry has square one. For `i ≠ j` it flips the sign at `i`, which pairs each configuration with another, and has to show that the two products in a pair add up to zero.

The failing Lean file:

```lean
import Mathlib

open Finset

namespace SumSignsMul

noncomputable section

variable {ι κ μ : Type*} [Fintype ι] [DecidableEq ι] [Fintype κ] [DecidableEq κ]

/-- The feature vector with entries `1` and `-1` encoded by a Boolean vector. -/
def signs (b : ι → Bool) : ι → ℝ := fun i => if b i then 1 else -1

omit [Fintype ι] [DecidableEq ι] in
/-- Every entry of a sign vector has square one. -/
theorem signs_mul_self (b : ι → Bool) (i : ι) : signs b i * signs b i = 1 := by
  cases h : b i <;> simp [signs, h]

/-- Summed over all sign vectors with `n` entries, the product of the entries at `i` and `j` gives
`2 ^ n` if `i = j` and zero otherwise. -/
theorem sum_signs_mul (i j : ι) :
    ∑ b : ι → Bool, signs b i * signs b j = if i = j then 2 ^ Fintype.card ι else 0 := by
  by_cases h : i = j
  · subst h
    simp [signs_mul_self]
  · rw [if_neg h]
    -- flipping the sign at `i` pairs each term with its negative
    refine Finset.sum_involution (fun b _ => Function.update b i (!b i)) ?_ ?_ ?_ ?_
    · intro b _
      cases hb : b i <;> simp [signs, hb, Function.update_of_ne (Ne.symm h)]
    · intro b _ _ he
      have := congrFun he i
      simp at this
    · intro b _
      simp
    · intro b _
      simp

end

end SumSignsMul
```

Lean reports:

```
Main.lean:29:4: error: unsolved goals
case neg.refine_1.false
ι : Type u_1
inst✝¹ : Fintype ι
inst✝ : DecidableEq ι
i j : ι
h : ¬i = j
b : ι → Bool
ha✝ : b ∈ univ
hb : b i = false
⊢ ((if b j = true then -1 else 1) + if b j = true then 1 else -1) = 0

case neg.refine_1.true
ι : Type u_1
inst✝¹ : Fintype ι
inst✝ : DecidableEq ι
i j : ι
h : ¬i = j
b : ι → Bool
ha✝ : b ∈ univ
hb : b i = true
⊢ ((if b j = true then 1 else -1) + if b j = true then -1 else 1) = 0
```

Cause. Both unsolved goals come from the step that shows that paired terms cancel, one for each value of `b i`. There `simp` has put in the value of `b i` and used `Function.update_of_ne` to see that the flip leaves the entry at `j` alone. What remains is a sum of two `if` expressions with the same condition, `b j = true`, and opposite values. The sum is zero whichever way the condition falls, but `simp` does not by default split a goal into cases on such a condition, and its rewriting did not combine the two expressions.

The repair adds `cases hj : b j`, so that the value of `b j` is known in each case, and gives `hj` to `simp`. The equation is needed there because `b j` only comes into view once `signs` is unfolded. With it both conditions are decided, and what is left is 1 + (-1) = 0 or (-1) + 1 = 0, which `simp` closes. The new line break is only layout.

Lean accepts the file once it reads:

```diff
@@ -28,5 +28,6 @@
     refine Finset.sum_involution (fun b _ => Function.update b i (!b i)) ?_ ?_ ?_ ?_
     · intro b _
-      cases hb : b i <;> simp [signs, hb, Function.update_of_ne (Ne.symm h)]
+      cases hb : b i <;> cases hj : b j <;>
+        simp [signs, hb, hj, Function.update_of_ne (Ne.symm h)]
     · intro b _ _ he
       have := congrFun he i
```
